# For an interaction with one U' and one J, the same-spin Liechtenstein correction is the Dudarev term

Take a partly filled shell in a DFT+U calculation and look at the electrons of one spin. Their occupations form a matrix $n$, which need not be diagonal in the orbitals I chose. The Liechtenstein scheme contracts this matrix with a four-index interaction and subtracts a double-counting energy. The Dudarev scheme needs only $\mathrm{Tr}(n-n^2)$ and one number.

Suppose that the interaction has a single inter-orbital repulsion $U'$ and a single $J$ for exchange and pair hopping:

$$U_{abcd}=U'\,\delta_{ac}\delta_{bd}+J\,\delta_{ad}\delta_{bc}+J\,\delta_{ab}\delta_{cd}.$$

I believe that, with $N=\mathrm{Tr}\,n$,

$$\frac12\sum_{abcd}U_{abcd}\,(n_{ac}n_{bd}-n_{ad}n_{bc})-\frac{U'-J}{2}N(N-1)=\frac{U'-J}{2}\,\mathrm{Tr}(n-n^2).$$

Does this hold for every real $n$, or does it need a symmetric or idempotent one? I would like to see each index contraction, and a proof that a machine has checked. I would also like to know what happens when the other spin is present.

## Three contractions, one of which cancels

It holds for every real square matrix $n$. Write $F_{abcd}=n_{ac}n_{bd}-n_{ad}n_{bc}$, the Hartree product minus the exchange product. Each part of the interaction fixes two of the four indices.

- **Direct part**, $c=a$ and $d=b$: $\;U'\sum_{ab}(n_{aa}n_{bb}-n_{ab}n_{ba})=U'(N^2-\mathrm{Tr}\,n^2)$.
- **Exchange part**, $d=a$ and $c=b$: $\;J\sum_{ab}(n_{ab}n_{ba}-n_{aa}n_{bb})=-J(N^2-\mathrm{Tr}\,n^2)$.
- **Pair hopping**, $b=a$ and $d=c$: $\;J\sum_{ac}(n_{ac}n_{ac}-n_{ac}n_{ac})=0$.

The last line is the Pauli principle at work: two electrons of the same spin cannot hop as a pair out of one orbital. Hence

$$E_{\text{same}}=\frac{U'-J}{2}\,(N^2-\mathrm{Tr}\,n^2).$$

Subtracting $\frac{U'-J}{2}(N^2-N)$ removes $N^2$ and leaves $\frac{U'-J}{2}(N-\mathrm{Tr}\,n^2)$, which is the claim.

With a single orbital, $n=(f)$, Hartree and exchange cancel completely and $E_{\text{same}}=0$. The whole correction $\frac{U'-J}{2}f(1-f)$ then comes from the subtracted double counting.

**Both spins.** The energy between opposite spins has no exchange product. Its symmetrised form is $\frac12\sum U_{abcd}(n^\uparrow_{ac}n^\downarrow_{bd}+n^\downarrow_{ac}n^\uparrow_{bd})$, and the same three contractions give

$$U'N_\uparrow N_\downarrow+J\,\mathrm{Tr}(n^\uparrow n^\downarrow)+J\,\mathrm{Tr}\big(n^\uparrow (n^\downarrow)^T\big).$$

The fully localized double counting, taken with parameters $U'$ and $J$, is

$$\frac{U'}{2}N_{\rm tot}(N_{\rm tot}-1)-\frac J2\sum_\sigma N_\sigma(N_\sigma-1),\qquad N_{\rm tot}=N_\uparrow+N_\downarrow.$$

It equals $U'N_\uparrow N_\downarrow+\frac{U'-J}{2}\sum_\sigma N_\sigma(N_\sigma-1)$. Its cross term cancels the first term above, so each spin keeps its Dudarev term and the two $J$ traces remain. With this double counting the reduction is therefore not complete once both spins are occupied, except where those traces sum to zero or $J=0$. The usual convention takes instead the repulsion averaged over all pairs of orbitals, each orbital paired with itself included, and chooses the exchange parameter so that the difference of the two is the average of repulsion minus exchange over different orbitals. For $M>1$ orbitals this gives $U'+\frac{2J}{M}$ and $J+\frac{2J}{M}$. The difference is still $U'-J$, so the Dudarev terms stay the same, but a further $\frac{2J}{M}N_\uparrow N_\downarrow$ is subtracted from the two traces. The Lean file treats the choice $U'$ and $J$.

**Potential.** Replace $n$ by $n+tX$. Since $\mathrm{Tr}(n+tX)^2=\mathrm{Tr}\,n^2+2t\,\mathrm{Tr}(nX)+t^2\,\mathrm{Tr}\,X^2$, the slope at $t=0$ is

$$\frac{U'-J}{2}\big(\mathrm{Tr}\,X-2\,\mathrm{Tr}(nX)\big)=(U'-J)\,\mathrm{Tr}\big((\tfrac12-n)X\big).$$

**Occupations.** If $n=O\,\mathrm{diag}(f)\,O^T$ with $O^TO=1$, then $\mathrm{Tr}\,n=\sum_i f_i$ and $\mathrm{Tr}\,n^2=\sum_i f_i^2$. The correction is $\frac{U'-J}{2}\sum_i f_i(1-f_i)$. For $J<U'$ and $0\le f_i\le1$ no term is negative, so the sum vanishes exactly when every $f_i$ is 0 or 1.

## The Lean file

```lean
import Mathlib

open Matrix

namespace LiechtensteinToDudarev

noncomputable section

variable {ι : Type*} [Fintype ι] [DecidableEq ι]

/-- The Kronecker delta of two orbital labels. -/
def delta (a b : ι) : ℝ := if a = b then 1 else 0

/-- The multi-orbital interaction `U_abcd` with inter-orbital repulsion `U'` and a single
constant `J` for exchange and pair hopping. -/
def interaction (U' J : ℝ) (a b c d : ι) : ℝ :=
  U' * (delta a c * delta b d) + J * (delta a d * delta b c) + J * (delta a b * delta c d)

/-- The Liechtenstein energy of electrons of one spin with occupation matrix `n`:
Hartree minus exchange. -/
def sameSpinEnergy (V : ι → ι → ι → ι → ℝ) (n : Matrix ι ι ℝ) : ℝ :=
  1 / 2 * ∑ a, ∑ b, ∑ c, ∑ d, V a b c d * (n a c * n b d - n a d * n b c)

/-- The Hartree energy between electrons of opposite spin. -/
def oppositeSpinEnergy (V : ι → ι → ι → ι → ℝ) (up dn : Matrix ι ι ℝ) : ℝ :=
  1 / 2 * ∑ a, ∑ b, ∑ c, ∑ d, V a b c d * (up a c * dn b d + dn a c * up b d)

/-- The same-spin Hubbard correction for the two-parameter `interaction U' J`: its Liechtenstein
energy minus the double counting `(U' - J)/2 · N (N - 1)`, where `N = Tr n`. -/
def sameSpinCorrection (U' J : ℝ) (n : Matrix ι ι ℝ) : ℝ :=
  sameSpinEnergy (interaction U' J) n - (U' - J) / 2 * (n.trace * (n.trace - 1))

/-- The fully localized double-counting energy with parameters `U` and `J`, for `Nu` electrons
of spin up and `Nd` of spin down. -/
def doubleCounting (U J Nu Nd : ℝ) : ℝ :=
  U / 2 * ((Nu + Nd) * (Nu + Nd - 1)) - J / 2 * (Nu * (Nu - 1) + Nd * (Nd - 1))

/-- Contracting the interaction with any four-index quantity leaves a direct, an exchange and a
pair-hopping double sum. -/
theorem interaction_contract (U' J : ℝ) (F : ι → ι → ι → ι → ℝ) :
    ∑ a, ∑ b, ∑ c, ∑ d, interaction U' J a b c d * F a b c d =
      U' * ∑ a, ∑ b, F a b a b + J * ∑ a, ∑ b, F a b b a + J * ∑ a, ∑ c, F a a c c := by
  -- direct part: c = a and d = b
  have h1 : ∀ a b, ∑ c, ∑ d, U' * (delta a c * delta b d) * F a b c d = U' * F a b a b := by
    intro a b
    rw [Fintype.sum_eq_single a]
    · rw [Fintype.sum_eq_single b]
      · simp [delta]
      · intro d hd
        simp [delta, hd.symm]
    · intro c hc
      simp [delta, hc.symm]
  -- exchange part: c = b and d = a
  have h2 : ∀ a b, ∑ c, ∑ d, J * (delta a d * delta b c) * F a b c d = J * F a b b a := by
    intro a b
    rw [Fintype.sum_eq_single b]
    · rw [Fintype.sum_eq_single a]
      · simp [delta]
      · intro d hd
        simp [delta, hd.symm]
    · intro c hc
      simp [delta, hc.symm]
  -- pair hopping: b = a and d = c
  have h3 : ∀ a, ∑ b, ∑ c, ∑ d, J * (delta a b * delta c d) * F a b c d
      = J * ∑ c, F a a c c := by
    intro a
    rw [Fintype.sum_eq_single a]
    · rw [Finset.mul_sum]
      refine Finset.sum_congr rfl fun c _ => ?_
      rw [Fintype.sum_eq_single c]
      · simp [delta]
      · intro d hd
        simp [delta, hd.symm]
    · intro b hb
      simp [delta, hb.symm]
  simp only [interaction, add_mul, Finset.sum_add_distrib, h1, h2, h3, Finset.mul_sum]

/-- For electrons of one spin the energy of the two-parameter `interaction U' J` is
`(U' - J)/2 · (N² - Tr n²)`, where `N = Tr n`. -/
theorem sameSpinEnergy_eq (U' J : ℝ) (n : Matrix ι ι ℝ) :
    sameSpinEnergy (interaction U' J) n =
      (U' - J) / 2 * (n.trace ^ 2 - (n * n).trace) := by
  have hN : n.trace ^ 2 = ∑ a, ∑ b, n a a * n b b := by
    simp only [Matrix.trace, Matrix.diag_apply, sq, Finset.sum_mul_sum]
  have hT : (n * n).trace = ∑ a, ∑ b, n a b * n b a := by
    simp only [Matrix.trace, Matrix.diag_apply, Matrix.mul_apply]
  have h := interaction_contract U' J (fun a b c d => n a c * n b d - n a d * n b c)
  -- the pair-hopping sum cancels between Hartree and exchange
  simp only [Finset.sum_sub_distrib, sub_self, Finset.sum_const_zero, mul_zero, add_zero] at h
  unfold sameSpinEnergy
  rw [h, hN, hT]
  ring

/-- For the two-parameter `interaction U' J`, the same-spin Liechtenstein correction is the Dudarev
term: for every real occupation matrix the correction is `(U' - J)/2 · Tr(n - n²)`. -/
theorem liechtenstein_eq_dudarev (U' J : ℝ) (n : Matrix ι ι ℝ) :
    sameSpinCorrection U' J n = (U' - J) / 2 * (n - n * n).trace := by
  rw [sameSpinCorrection, sameSpinEnergy_eq, Matrix.trace_sub]
  ring

/-- With both spins present, the Liechtenstein energy of the two-parameter `interaction U' J` minus
the double counting with parameters `U'` and `J` is the Dudarev term of each spin plus
`J (Tr n↑n↓ + Tr n↑n↓ᵀ)`. -/
theorem two_spin_correction (U' J : ℝ) (up dn : Matrix ι ι ℝ) :
    sameSpinEnergy (interaction U' J) up + sameSpinEnergy (interaction U' J) dn
        + oppositeSpinEnergy (interaction U' J) up dn
        - doubleCounting U' J up.trace dn.trace =
      (U' - J) / 2 * ((up - up * up).trace + (dn - dn * dn).trace)
        + J * ((up * dn).trace + (up * dnᵀ).trace) := by
  have hN : ∀ m n : Matrix ι ι ℝ, ∑ a, ∑ b, m a a * n b b = m.trace * n.trace := by
    intro m n
    simp only [Matrix.trace, Matrix.diag_apply, Finset.sum_mul_sum]
  have hT : ∀ m n : Matrix ι ι ℝ, ∑ a, ∑ b, m a b * n b a = (m * n).trace := by
    intro m n
    simp only [Matrix.trace, Matrix.diag_apply, Matrix.mul_apply]
  have hP : ∀ m n : Matrix ι ι ℝ, ∑ a, ∑ b, m a b * n a b = (m * nᵀ).trace := by
    intro m n
    simp only [Matrix.trace, Matrix.diag_apply, Matrix.mul_apply, Matrix.transpose_apply]
  have hPc : (dn * upᵀ).trace = (up * dnᵀ).trace := by
    rw [← hP, ← hP]
    exact Finset.sum_congr rfl fun a _ => Finset.sum_congr rfl fun b _ => mul_comm _ _
  have h := interaction_contract U' J (fun a b c d => up a c * dn b d + dn a c * up b d)
  simp only [Finset.sum_add_distrib, hN, hT, hP] at h
  rw [sameSpinEnergy_eq, sameSpinEnergy_eq, oppositeSpinEnergy, h, hPc,
    Matrix.trace_mul_comm dn up, doubleCounting, Matrix.trace_sub, Matrix.trace_sub]
  ring

/-- The Hubbard potential: changing the occupation matrix in the direction `X` changes the
correction at the rate `(U' - J) Tr((1/2 - n) X)`. -/
theorem hubbard_potential (U' J : ℝ) (n X : Matrix ι ι ℝ) :
    HasDerivAt (fun t : ℝ => sameSpinCorrection U' J (n + t • X))
      ((U' - J) * (((1 / 2 : ℝ) • (1 : Matrix ι ι ℝ) - n) * X).trace) 0 := by
  -- along a line the correction is a quadratic polynomial
  have hf : (fun t : ℝ => sameSpinCorrection U' J (n + t • X)) = fun t : ℝ =>
      (U' - J) / 2 * ((n - n * n).trace
        + (t * (X.trace - 2 * (n * X).trace) - t * t * (X * X).trace)) := by
    funext t
    rw [liechtenstein_eq_dudarev]
    simp only [Matrix.add_mul, Matrix.mul_add, Matrix.smul_mul, Matrix.mul_smul,
      Matrix.trace_sub, Matrix.trace_add, Matrix.trace_smul, smul_eq_mul]
    rw [Matrix.trace_mul_comm X n]
    ring
  have hid := hasDerivAt_id' (0 : ℝ)
  have h := (((hid.mul_const (X.trace - 2 * (n * X).trace)).fun_sub
    ((hid.fun_mul hid).mul_const (X * X).trace)).const_add
      (n - n * n).trace).const_mul ((U' - J) / 2)
  rw [hf]
  refine h.congr_deriv ?_
  simp only [Matrix.sub_mul, Matrix.smul_mul, Matrix.one_mul, Matrix.trace_sub,
    Matrix.trace_smul, smul_eq_mul]
  ring

/-- If an orthogonal matrix `O` diagonalizes the occupation matrix, with occupations `f i`, the
correction is `(U' - J)/2 · ∑ f (1 - f)`. -/
theorem correction_occupations (U' J : ℝ) (O : Matrix ι ι ℝ) (hO : Oᵀ * O = 1) (f : ι → ℝ) :
    sameSpinCorrection U' J (O * diagonal f * Oᵀ) =
      (U' - J) / 2 * ∑ i, f i * (1 - f i) := by
  have htr : ∀ D : Matrix ι ι ℝ, (O * D * Oᵀ).trace = D.trace := by
    intro D
    rw [Matrix.trace_mul_comm, ← Matrix.mul_assoc, hO, Matrix.one_mul]
  have hsq : O * diagonal f * Oᵀ * (O * diagonal f * Oᵀ)
      = O * (diagonal f * diagonal f) * Oᵀ := by
    calc O * diagonal f * Oᵀ * (O * diagonal f * Oᵀ)
        = O * diagonal f * (Oᵀ * O) * diagonal f * Oᵀ := by simp only [Matrix.mul_assoc]
      _ = O * (diagonal f * diagonal f) * Oᵀ := by
        rw [hO, Matrix.mul_one, Matrix.mul_assoc O]
  rw [liechtenstein_eq_dudarev, Matrix.trace_sub, hsq, htr, htr, Matrix.diagonal_mul_diagonal,
    Matrix.trace_diagonal, Matrix.trace_diagonal]
  simp only [mul_sub, mul_one, Finset.sum_sub_distrib]

/-- For `J < U'` and occupations between 0 and 1, the correction vanishes exactly when every
orbital that diagonalizes the occupation matrix is empty or full. -/
theorem correction_eq_zero_iff (U' J : ℝ) (hJ : J < U') (O : Matrix ι ι ℝ) (hO : Oᵀ * O = 1)
    (f : ι → ℝ) (h0 : ∀ i, 0 ≤ f i) (h1 : ∀ i, f i ≤ 1) :
    sameSpinCorrection U' J (O * diagonal f * Oᵀ) = 0 ↔ ∀ i, f i = 0 ∨ f i = 1 := by
  have hc : (U' - J) / 2 ≠ 0 := by
    have : 0 < (U' - J) / 2 := by linarith
    exact this.ne'
  have hpos : ∀ i ∈ Finset.univ, 0 ≤ f i * (1 - f i) := fun i _ =>
    mul_nonneg (h0 i) (sub_nonneg.mpr (h1 i))
  rw [correction_occupations U' J O hO f, mul_eq_zero, or_iff_right hc,
    Finset.sum_eq_zero_iff_of_nonneg hpos]
  constructor
  · intro h i
    rcases mul_eq_zero.mp (h i (Finset.mem_univ i)) with h | h
    · exact Or.inl h
    · exact Or.inr (by linarith)
  · intro h i _
    rcases h i with h | h <;> rw [h] <;> norm_num

end

end LiechtensteinToDudarev
```

```lean
#print axioms LiechtensteinToDudarev.liechtenstein_eq_dudarev
#print axioms LiechtensteinToDudarev.two_spin_correction
#print axioms LiechtensteinToDudarev.hubbard_potential
#print axioms LiechtensteinToDudarev.correction_eq_zero_iff
```

```
'LiechtensteinToDudarev.liechtenstein_eq_dudarev' depends on axioms: [propext, Classical.choice, Quot.sound]
'LiechtensteinToDudarev.two_spin_correction' depends on axioms: [propext, Classical.choice, Quot.sound]
'LiechtensteinToDudarev.hubbard_potential' depends on axioms: [propext, Classical.choice, Quot.sound]
'LiechtensteinToDudarev.correction_eq_zero_iff' depends on axioms: [propext, Classical.choice, Quot.sound]
```

## What the definitions and theorems say

The type `ι` labels the orbitals of the shell; it is finite and may have any size. An occupation matrix is a `Matrix ι ι ℝ` with no further condition. `interaction U' J` is the tensor above, built from `delta`. Its index order pairs $a$ with $c$ for one electron and $b$ with $d$ for the other, as the Hartree product in `sameSpinEnergy` shows.

`sameSpinCorrection` subtracts the double counting from that energy, and `liechtenstein_eq_dudarev` is the identity you asked about. Its coefficient $U'-J$ is what a pair of same-spin electrons in two different orbitals costs: their repulsion less their exchange.

`two_spin_correction` is the statement for both spins, with `up` and `dn` as the two occupation matrices. `hubbard_potential` gives the derivative along any direction `X`, so the potential matrix is $(U'-J)(\frac12-n)$. `correction_occupations` and `correction_eq_zero_iff` take the orthogonal matrix `O` and the occupations `f` as given. In the second of these, `hJ` says that a same-spin pair in different orbitals is repelled on balance, while `h0` and `h1` are the Pauli bounds on the occupations. These bounds are assumed, not derived from a many-electron state.

The form of the interaction is postulated as well. It treats all pairs of orbitals alike, gives exchange and pair hopping the same constant, as for real orbitals, and fixes the repulsion within one orbital at $U'+2J$. A $d$ shell with independent Slater integrals is in general not of this form, so the theorems do not turn the general Liechtenstein functional into Dudarev's. Complex occupation matrices and spin-off-diagonal blocks, which occur with spin–orbit coupling, are not covered either.

## From Kronecker deltas to traces in the proof

`interaction_contract` carries out the three contractions once, for an arbitrary four-index quantity `F`. Its intermediate statements `h1`, `h2` and `h3` are the direct, exchange and pair-hopping parts. In each, `Fintype.sum_eq_single` keeps the one index value that a delta allows, and `simp` shows that all other terms are zero.

`sameSpinEnergy_eq` applies this to $F_{abcd}=n_{ac}n_{bd}-n_{ad}n_{bc}$. The pair-hopping sum disappears through `sub_self`, which is the third contraction in the list above. The statements `hN` and `hT` write $N^2$ and $\mathrm{Tr}\,n^2$ as double sums, and `ring` collects the factor $U'-J$. In `liechtenstein_eq_dudarev` only the subtraction of the double counting remains.

`two_spin_correction` uses the same contraction lemma with the opposite-spin product. Here `hP` recognises the pair-hopping sum as a trace with a transpose, and `hPc` shows that exchanging the two spins leaves that trace unchanged.

For `hubbard_potential`, the step `hf` writes the correction along the line $n+tX$ as a quadratic polynomial in $t$, using the cyclic property of the trace to combine $nX$ and $Xn$. The derivative then follows from the product and sum rules.

In `correction_occupations`, `htr` removes the rotation from a trace and `hsq` cancels the inner $O^TO$ in $n^2$. `correction_eq_zero_iff` rests on the fact that a sum of non-negative terms is zero only if each term is.

## In a DFT+U code

A code that uses the Dudarev form builds the occupation matrix of each spin from the projections of the Kohn–Sham states. It then evaluates the energy and the potential matrix with $U_{\rm eff}$ in place of $U'-J$:

```python
E = 0.5 * Ueff * (np.trace(n) - np.trace(n @ n))
v = Ueff * (0.5 * np.eye(len(n)) - n)
```

A Liechtenstein routine contracts the full tensor instead. For one spin and this two-parameter interaction, the identity gives a partial test of its index order: fill the tensor from the three delta terms, choose a random non-symmetric real $n$, subtract $\frac{U'-J}{2}N(N-1)$, and compare with `E`. The two numbers should agree to rounding error. Transposing $n$ throughout changes neither number, so the test does not detect that error. If both spins are occupied, subtract the two-spin double counting with parameters $U'$ and $J$ instead, and compare with the sum of `E` over both spins plus the two $J$ traces.
